# No Gaussian superposition with bounded exponents equals $r^{\gamma-1}$ near $r=0$ when $\gamma<1$

Setting up a Gaussian basis for a relativistic calculation with a point nucleus includes choosing the largest exponent. Whatever finite value is chosen, the file below shows that a convergent superposition of s-type Gaussians stays bounded at the nucleus, where the power $r^{\gamma-1}$ with $\gamma<1$ diverges. For one particular weight, whose expansion converges to the power as the largest exponent grows, it also gives a lower bound on the exponent needed to reach a given fraction of the power at a given radius.

```lean
import Mathlib

open MeasureTheory Set Filter
open scoped Topology

namespace DiracGaussianCutoff

noncomputable section

/-- Superposition of the Gaussians `exp (-a r²)` with weight `w a` and exponents
`0 < a ≤ A`. -/
def superpose (w : ℝ → ℝ) (A r : ℝ) : ℝ :=
  ∫ a in Ioc 0 A, w a * Real.exp (-a * r ^ 2)

/-- The weight `a^(s-1) / Γ(s)` with `s = (1-γ)/2`, for `γ < 1` and exponents `a > 0`. -/
def nuclearWeight (γ a : ℝ) : ℝ :=
  a ^ ((1 - γ) / 2 - 1) / Real.Gamma ((1 - γ) / 2)

/-- The Gaussian expansion with the nuclear weight, cut at the largest exponent `A`
(for `γ < 1`). -/
def cutoff (γ A r : ℝ) : ℝ := superpose (nuclearWeight γ) A r

/-- An integrable weight on the exponents up to `A` gives a convergent superposition at every
radius, bounded by the integral of the absolute weight. -/
theorem superpose_bound {w : ℝ → ℝ} {A : ℝ} (hw : IntegrableOn w (Ioc 0 A)) (r : ℝ) :
    IntegrableOn (fun a => w a * Real.exp (-a * r ^ 2)) (Ioc 0 A) ∧
      |superpose w A r| ≤ ∫ a in Ioc 0 A, |w a| := by
  -- each Gaussian is at most one
  have hle : ∀ a ∈ Ioc 0 A, |w a * Real.exp (-a * r ^ 2)| ≤ |w a| := by
    intro a ha
    rw [abs_mul, abs_of_pos (Real.exp_pos _)]
    exact mul_le_of_le_one_right (abs_nonneg _)
      (Real.exp_le_one_iff.mpr (by nlinarith [mul_nonneg ha.1.le (sq_nonneg r)]))
  have hc : Continuous (fun a : ℝ => Real.exp (-a * r ^ 2)) := by fun_prop
  have hi : IntegrableOn (fun a => w a * Real.exp (-a * r ^ 2)) (Ioc 0 A) := by
    refine Integrable.mono hw (hw.aestronglyMeasurable.mul hc.aestronglyMeasurable) ?_
    exact (ae_restrict_iff' measurableSet_Ioc).mpr (Eventually.of_forall hle)
  refine ⟨hi, ?_⟩
  calc |superpose w A r| ≤ ∫ a in Ioc 0 A, |w a * Real.exp (-a * r ^ 2)| :=
        abs_integral_le_integral_abs
    _ ≤ ∫ a in Ioc 0 A, |w a| :=
        setIntegral_mono_on (Integrable.abs hi) (Integrable.abs hw) measurableSet_Ioc hle

/-- The ratio of a bounded radial function to `r^(γ-1)`, `γ < 1`, tends to zero at the
nucleus. -/
theorem bounded_ratio {f : ℝ → ℝ} {C γ : ℝ} (hγ : γ < 1) (hf : ∀ r, 0 < r → |f r| ≤ C) :
    Tendsto (fun r => f r / r ^ (γ - 1)) (𝓝[>] 0) (𝓝 0) := by
  have h0 : Tendsto (fun r : ℝ => C * r ^ (1 - γ)) (𝓝[>] 0) (𝓝 0) := by
    have h := ((Real.continuousAt_rpow_const 0 (1 - γ)
      (Or.inr (by linarith))).tendsto.mono_left
        (nhdsWithin_le_nhds (s := Ioi (0 : ℝ)))).const_mul C
    simp only [Real.zero_rpow (sub_pos.2 hγ).ne', mul_zero] at h
    exact h
  refine squeeze_zero_norm' ?_ h0
  filter_upwards [self_mem_nhdsWithin] with r hr
  have hr' : 0 < r := hr
  have e : f r / r ^ (γ - 1) = f r * r ^ (1 - γ) := by
    rw [div_eq_mul_inv, ← Real.rpow_neg hr'.le, neg_sub]
  rw [e, Real.norm_eq_abs, abs_mul, abs_of_pos (Real.rpow_pos_of_pos hr' _)]
  exact mul_le_mul_of_nonneg_right (hf r hr') (Real.rpow_pos_of_pos hr' _).le

/-- The nuclear weight is integrable over the exponents up to `A`, with total
`A^s / Γ(s+1)`, `s = (1-γ)/2`. -/
theorem nuclearWeight_integral {γ A : ℝ} (hγ : γ < 1) (hA : 0 ≤ A) :
    IntegrableOn (nuclearWeight γ) (Ioc 0 A) ∧
      ∫ a in Ioc 0 A, nuclearWeight γ a
        = A ^ ((1 - γ) / 2) / Real.Gamma ((1 - γ) / 2 + 1) := by
  have hs : 0 < (1 - γ) / 2 := by linarith
  constructor
  · have h : IntegrableOn (fun a : ℝ => a ^ ((1 - γ) / 2 - 1)) (Ioc 0 A) :=
      (intervalIntegrable_iff_integrableOn_Ioc_of_le hA).1
        (intervalIntegral.intervalIntegrable_rpow' (by linarith))
    exact Integrable.div_const h _
  · simp only [nuclearWeight]
    rw [integral_div, ← intervalIntegral.integral_of_le hA,
      integral_rpow (Or.inl (by linarith)), sub_add_cancel, Real.zero_rpow hs.ne', sub_zero,
      Real.Gamma_add_one hs.ne', div_div]

/-- With exponents cut at `A`, the expansion is bounded by `A^s / Γ(s+1)`, `s = (1-γ)/2`,
takes this value at the nucleus, and its ratio to `r^(γ-1)` tends to zero there. -/
theorem cutoff_misses_singularity {γ A : ℝ} (hγ : γ < 1) (hA : 0 ≤ A) :
    (∀ r, |cutoff γ A r| ≤ A ^ ((1 - γ) / 2) / Real.Gamma ((1 - γ) / 2 + 1)) ∧
    cutoff γ A 0 = A ^ ((1 - γ) / 2) / Real.Gamma ((1 - γ) / 2 + 1) ∧
    Tendsto (fun r => cutoff γ A r / r ^ (γ - 1)) (𝓝[>] 0) (𝓝 0) := by
  obtain ⟨hi, hv⟩ := nuclearWeight_integral hγ hA
  have hG : 0 < Real.Gamma ((1 - γ) / 2) := Real.Gamma_pos_of_pos (by linarith)
  -- the weight is non-negative, so its absolute integral is its integral
  have habs : ∫ a in Ioc 0 A, |nuclearWeight γ a| = ∫ a in Ioc 0 A, nuclearWeight γ a :=
    setIntegral_congr_fun measurableSet_Ioc
      (fun a ha => abs_of_nonneg (div_nonneg (Real.rpow_nonneg ha.1.le _) hG.le))
  have hb : ∀ r, |cutoff γ A r| ≤ A ^ ((1 - γ) / 2) / Real.Gamma ((1 - γ) / 2 + 1) := by
    intro r
    rw [← hv, ← habs]
    exact (superpose_bound hi r).2
  refine ⟨hb, ?_, bounded_ratio hγ (fun r _ => hb r)⟩
  rw [← hv]
  simp [cutoff, superpose]

/-- At a fixed radius `r > 0` the cut expansion converges to `r^(γ-1)` as the largest exponent
grows without bound. -/
theorem cutoff_tendsto {γ r : ℝ} (hγ : γ < 1) (hr : 0 < r) :
    Tendsto (fun A => cutoff γ A r) atTop (𝓝 (r ^ (γ - 1))) := by
  have hs : 0 < (1 - γ) / 2 := by linarith
  have hG := Real.Gamma_pos_of_pos hs
  have hp : (1 / r ^ 2) ^ ((1 - γ) / 2) = r ^ (γ - 1) := by
    rw [one_div, Real.inv_rpow (by positivity), ← Real.rpow_natCast r 2,
      ← Real.rpow_mul hr.le, ← Real.rpow_neg hr.le]
    congr 1
    push_cast
    ring
  -- the full integral is Euler's integral for the Gamma function
  have hv : ∫ a in Ioi (0 : ℝ), nuclearWeight γ a * Real.exp (-a * r ^ 2) = r ^ (γ - 1) := by
    have e : ∀ a : ℝ, nuclearWeight γ a * Real.exp (-a * r ^ 2)
        = a ^ ((1 - γ) / 2 - 1) * Real.exp (-(r ^ 2 * a)) / Real.Gamma ((1 - γ) / 2) := by
      intro a
      rw [nuclearWeight, show -a * r ^ 2 = -(r ^ 2 * a) by ring]
      ring
    simp only [e]
    rw [integral_div, Real.integral_rpow_mul_exp_neg_mul_Ioi hs (by positivity),
      mul_div_assoc, div_self hG.ne', mul_one, hp]
  have hi : IntegrableOn (fun a => nuclearWeight γ a * Real.exp (-a * r ^ 2)) (Ioi 0) := by
    by_contra h
    have h0 := integral_undef h
    rw [hv] at h0
    exact (Real.rpow_pos_of_pos hr _).ne' h0
  have ht := intervalIntegral_tendsto_integral_Ioi 0 hi tendsto_id
  rw [hv] at ht
  refine ht.congr' ?_
  filter_upwards [eventually_ge_atTop 0] with A hA
  exact intervalIntegral.integral_of_le hA

/-- If the cut expansion reaches the fraction `θ` of `r^(γ-1)` at radius `r`, then its largest
exponent obeys `θ Γ(s+1) ≤ (A r²)^s`, `s = (1-γ)/2`. -/
theorem exponent_requirement {γ A r θ : ℝ} (hγ : γ < 1) (hA : 0 ≤ A) (hr : 0 < r)
    (h : θ * r ^ (γ - 1) ≤ cutoff γ A r) :
    θ * Real.Gamma ((1 - γ) / 2 + 1) ≤ (A * r ^ 2) ^ ((1 - γ) / 2) := by
  have hG : 0 < Real.Gamma ((1 - γ) / 2 + 1) := Real.Gamma_pos_of_pos (by linarith)
  have h1 := h.trans ((le_abs_self _).trans ((cutoff_misses_singularity hγ hA).1 r))
  rw [le_div_iff₀ hG] at h1
  have h2 : r ^ (γ - 1) * r ^ (1 - γ) = 1 := by
    rw [← Real.rpow_add hr, show γ - 1 + (1 - γ) = 0 by ring, Real.rpow_zero]
  have h3 : (r ^ 2) ^ ((1 - γ) / 2) = r ^ (1 - γ) := by
    rw [← Real.rpow_natCast r 2, ← Real.rpow_mul hr.le]
    congr 1
    push_cast
    ring
  calc θ * Real.Gamma ((1 - γ) / 2 + 1)
      = θ * r ^ (γ - 1) * Real.Gamma ((1 - γ) / 2 + 1) * r ^ (1 - γ) := by
        linear_combination (-(θ * Real.Gamma ((1 - γ) / 2 + 1))) * h2
    _ ≤ A ^ ((1 - γ) / 2) * r ^ (1 - γ) :=
        mul_le_mul_of_nonneg_right h1 (Real.rpow_pos_of_pos hr _).le
    _ = (A * r ^ 2) ^ ((1 - γ) / 2) := by rw [Real.mul_rpow hA (sq_nonneg r), h3]

/-- No real weight on a bounded range of exponents gives a convergent Gaussian superposition
equal to `r^(γ-1)` on an interval `0 < r < δ`. -/
theorem unbounded_exponents_needed {γ δ : ℝ} (hγ : γ < 1) (hδ : 0 < δ) :
    ¬ ∃ (A : ℝ) (w : ℝ → ℝ), ∀ r ∈ Ioo 0 δ,
      IntegrableOn (fun a => w a * Real.exp (-a * r ^ 2)) (Ioc 0 A) ∧
        superpose w A r = r ^ (γ - 1) := by
  rintro ⟨A, w, h⟩
  -- convergence at one radius already makes the weight integrable
  have hI := (h (δ / 2) ⟨by linarith, by linarith⟩).1
  have hK : IntegrableOn (fun a => w a * Real.exp (-a * (δ / 2) ^ 2)) (Icc 0 A) :=
    hI.congr_set_ae Ioc_ae_eq_Icc.symm
  have hc : ContinuousOn (fun a : ℝ => Real.exp (a * (δ / 2) ^ 2)) (Icc 0 A) := by fun_prop
  have hw : IntegrableOn w (Ioc 0 A) := by
    refine ((hK.mul_continuousOn hc isCompact_Icc).mono_set Ioc_subset_Icc_self).congr_fun
      (fun a _ => ?_) measurableSet_Ioc
    change w a * Real.exp (-a * (δ / 2) ^ 2) * Real.exp (a * (δ / 2) ^ 2) = w a
    rw [mul_assoc, ← Real.exp_add,
      show -a * (δ / 2) ^ 2 + a * (δ / 2) ^ 2 = 0 by ring, Real.exp_zero, mul_one]
  -- the ratio would tend both to zero and to one
  have h0 := bounded_ratio (f := superpose w A) hγ (fun r _ => (superpose_bound hw r).2)
  have h1 : Tendsto (fun r => superpose w A r / r ^ (γ - 1)) (𝓝[>] 0) (𝓝 1) := by
    refine tendsto_const_nhds.congr' ?_
    filter_upwards [Ioo_mem_nhdsGT hδ] with r hr
    rw [(h r hr).2, div_self (Real.rpow_pos_of_pos hr.1 _).ne']
  exact zero_ne_one (tendsto_nhds_unique h0 h1)

end

end DiracGaussianCutoff
```

```lean
#print axioms DiracGaussianCutoff.cutoff_tendsto
#print axioms DiracGaussianCutoff.exponent_requirement
#print axioms DiracGaussianCutoff.unbounded_exponents_needed
```

```
'DiracGaussianCutoff.cutoff_tendsto' depends on axioms: [propext, Classical.choice, Quot.sound]
'DiracGaussianCutoff.exponent_requirement' depends on axioms: [propext, Classical.choice, Quot.sound]
'DiracGaussianCutoff.unbounded_exponents_needed' depends on axioms: [propext, Classical.choice, Quot.sound]
```

## The Dirac exponent and the Gaussian weight

For an electron in the field of a point charge $Z$, the large and small radial functions of the Dirac $s_{1/2}$ states, taken without the extra factor $r$ that is often included in them, behave near the nucleus as $r^{\gamma-1}$ with $\gamma=\sqrt{1-(Z\alpha)^2}$, where $\alpha$ is the fine-structure constant. For $0<Z\alpha<1$ this gives $0<\gamma<1$, a weak divergence. The s-type Gaussians considered here are those that expand the large component; the small component of these states has p-type angular dependence. The Dirac equation does not appear in the file: $\gamma$ is a real parameter, and the only condition on it is $\gamma<1$. The point nucleus is the idealisation from which the singular power comes.

Write $s=(1-\gamma)/2$, which is positive. Lean spells this out as `(1 - γ) / 2` everywhere. The basis functions are $e^{-ar^2}$ with exponent $a>0$, and `superpose w A r` is the continuous superposition

$$\int_0^A w(a)\,e^{-ar^2}\,da$$

with a real weight $w$ and exponents in `Ioc 0 A`, that is, $0<a\le A$. The Gaussians are unnormalised. Relative to the normalised functions $(2a/\pi)^{3/4}e^{-ar^2}$, the weight would be $(\pi/2a)^{3/4}w(a)$.

One weight is special. `nuclearWeight γ a` is $a^{s-1}/\Gamma(s)$, and `cutoff γ A r` is the superposition built with it, here called $G_A(r)$:

$$G_A(r)=\frac{1}{\Gamma(s)}\int_0^A a^{s-1}e^{-ar^2}\,da .$$

Four theorems carry the physical content.

- `cutoff_misses_singularity`: for $A\ge 0$, $|G_A(r)|\le A^s/\Gamma(s+1)$ at every $r$, with equality at $r=0$, and $G_A(r)/r^{\gamma-1}\to 0$ as $r$ decreases to zero. The filter `𝓝[>] 0` expresses this approach through positive radii.
- `cutoff_tendsto`: at fixed $r>0$, $G_A(r)\to r^{\gamma-1}$ as $A\to\infty$.
- `exponent_requirement`: for $A\ge 0$, if $G_A(r)\ge\theta\,r^{\gamma-1}$ at some $r>0$, then $\theta\,\Gamma(s+1)\le (Ar^2)^s$.
- `unbounded_exponents_needed`: for no $A$ and no real weight $w$, of either sign, does the superposition converge and equal $r^{\gamma-1}$ throughout an interval $0<r<\delta$.

Convergence, expressed by `IntegrableOn`, is part of the representation that the last theorem refutes. A function expanded in an actual basis set of s-type Gaussians is a finite sum $\sum_i c_i e^{-a_i r^2}$ and not an integral over a weight function. Such a sum is bounded by $\sum_i|c_i|$, so `bounded_ratio`, which accepts any bounded function, applies to it with that constant.

For basis-set design, the result describes the pointwise behaviour of one radial power in a one-electron, point-nucleus model. It does not estimate the error in an energy.

## Why the full range of exponents gives the power

Take $r>0$ and substitute $t=ar^2$ in the integral over all exponents:

$$\frac{1}{\Gamma(s)}\int_0^\infty a^{s-1}e^{-ar^2}\,da
=\frac{(r^2)^{-s}}{\Gamma(s)}\int_0^\infty t^{s-1}e^{-t}\,dt
=r^{-2s}=r^{\gamma-1}.$$

The middle integral is Euler's integral for $\Gamma(s)$. By the definition of the improper integral, $G_A(r)$ approaches this value as $A$ grows.

The proof of `cutoff_tendsto` follows the same route. The step `hp` turns $(1/r^2)^s$ into $r^{\gamma-1}$, and `hv` evaluates the full integral with Mathlib's form of Euler's integral. Convergence is then obtained by contradiction: Lean assigns the value zero to a divergent integral, whereas this one has the positive value $r^{\gamma-1}$. A general theorem on integrals with a growing upper limit completes the proof.

## The ceiling set by the largest exponent

Since $0<e^{-ar^2}\le 1$ for $a>0$, any integrable weight satisfies

$$\left|\int_0^A w(a)e^{-ar^2}\,da\right|\le\int_0^A|w(a)|\,da .$$

The right-hand side does not depend on $r$. This is `superpose_bound`: its step `hle` is the pointwise inequality, which gives first convergence and then, after integration, the bound.

For the nuclear weight the right-hand side can be calculated. The weight is non-negative, and $s>0$ makes the power $a^{s-1}$ integrable at $a=0$:

$$\frac{1}{\Gamma(s)}\int_0^A a^{s-1}\,da=\frac{A^s}{s\,\Gamma(s)}=\frac{A^s}{\Gamma(s+1)} .$$

This is `nuclearWeight_integral`. At $r=0$ every Gaussian equals one, so $G_A(0)$ is exactly this number.

The vanishing ratio needs only boundedness. If $|f(r)|\le C$ for all $r>0$, then

$$\left|\frac{f(r)}{r^{\gamma-1}}\right|=|f(r)|\,r^{1-\gamma}\le C\,r^{1-\gamma}\longrightarrow 0
\qquad (r\downarrow 0),$$

because $1-\gamma>0$. In `bounded_ratio`, `h0` is the limit of the right-hand side, the equation `e` rewrites the quotient as a product, and `squeeze_zero_norm'` performs the comparison. The theorem `cutoff_misses_singularity` combines these three lemmas, with `habs` recording that the absolute value of the weight makes no difference.

The two limits therefore do not commute. At fixed $r$, the ratio $G_A(r)/r^{\gamma-1}$ tends to one as $A\to\infty$; at fixed $A$, it tends to zero as $r\downarrow 0$.

## A lower bound on the largest exponent in the truncated expansion

Suppose the truncated expansion reaches a fraction $\theta$ of the singular function at radius $r>0$. Together with the ceiling this gives

$$\theta\,r^{\gamma-1}\le G_A(r)\le\frac{A^s}{\Gamma(s+1)} .$$

Multiplying by $\Gamma(s+1)\,r^{1-\gamma}$, and using $r^{1-\gamma}=(r^2)^s$, yields

$$\theta\,\Gamma(s+1)\le(Ar^2)^s .$$

In `exponent_requirement`, `h1` is the first chain multiplied by the Gamma function, `h2` says that $r^{\gamma-1}r^{1-\gamma}=1$, and `h3` is the identity for $(r^2)^s$. For $\theta>0$ the result can be solved for the exponent:

$$A\ge\frac{\left[\theta\,\Gamma(s+1)\right]^{1/s}}{r^2} .$$

For a fixed fraction, the lower bound on $A$ grows as $1/r^2$. The condition is necessary; an exponent that satisfies it need not reach the fraction $\theta$.

As a numerical instance, take $\gamma=1/2$, which corresponds to $Z\alpha=\sqrt3/2$, or $Z\approx 119$. Then $s=1/4$, $\Gamma(5/4)\approx 0.9064$, and the singular function is $r^{-1/2}$. With lengths in bohr and a largest exponent $A=10^4$, the ceiling is

$$\frac{(10^4)^{1/4}}{0.9064}=\frac{10}{0.9064}\approx 11.03 .$$

At $r=10^{-4}$ the singular function equals $100$, so the expansion supplies at most about 11% of it. At $r=10^{-6}$ the singular function equals $1000$, and the share is at most about 1.1%. Both radii would lie inside a real nucleus of this charge, where the power law no longer holds, so these numbers illustrate the point-nucleus model only. To reach 90% at $r=10^{-4}$, the largest exponent must satisfy

$$A\ge\frac{(0.9\times 0.9064)^4}{10^{-8}}\approx\frac{0.443}{10^{-8}}\approx 4.4\times 10^7 .$$

## Why no weight on bounded exponents gives the exact power near the nucleus

The bound on $G_A$ concerns one particular weight. A different one can do better at a chosen radius: for any $A>0$, multiplying the weight by a suitable constant matches the power there. No weight on a bounded range of exponents, however, matches it at all radii down to the nucleus. Suppose that for some $A$ and $w$ the superposition converges and equals $r^{\gamma-1}$ for all $0<r<\delta$.

Choose the single radius $r_0=\delta/2$. There the function $w(a)e^{-ar_0^2}$ is integrable over $0<a\le A$, and

$$w(a)=\left[w(a)e^{-ar_0^2}\right]e^{ar_0^2} .$$

On this range the last factor is at most $e^{Ar_0^2}$, so $w$ itself is integrable. It is here that the bounded range of exponents enters. The superposition is then bounded by $\int_0^A|w(a)|\,da$ at every radius, and its ratio to $r^{\gamma-1}$ must tend to zero at the nucleus. By assumption, however, that ratio equals one throughout $0<r<\delta$. A function cannot have both limits. If $A\le 0$ the range of exponents is empty, the superposition is zero, and the assumption fails at once.

The Lean proof of `unbounded_exponents_needed` has the same structure. It obtains `hw`, the integrability of the weight, by multiplying with the growing exponential, which is continuous on the closed interval from $0$ to $A$ and therefore bounded there. The statements `h0` and `h1` are the limits zero and one, and `tendsto_nhds_unique` turns them into the contradiction $0=1$.
